# Driven quantum speed limit for bounded Hamiltonians continuous in time: the modulus of the overlap with the normalised initial state is at least cos S while the accumulated energy spread S (ħ = 1) is at most π/2

## States, Hamiltonians and the energy spread

```lean
import Mathlib

open Set Filter Topology
open scoped ComplexConjugate

namespace DrivenSpeedLimit

noncomputable section

variable {E : Type*} [NormedAddCommGroup E] [InnerProductSpace ℂ E]
```

The state space `E` is any complex inner product space; ℂⁿ is the case of an n-level system. Lean writes ⟨x, y⟩ as `inner ℂ x y`, linear in the second argument and conjugate-linear in the first.

```lean
/-- The driven Schrödinger equation `ψ' = -i H(t) ψ`, with `ħ = 1`. -/
def IsDrivenSolution (H : ℝ → E →L[ℂ] E) (ψ : ℝ → E) : Prop :=
  ∀ t, HasDerivAt ψ ((-Complex.I) • H t (ψ t)) t
```

A Hamiltonian is a function `H` from real time to bounded operators, the type `E →L[ℂ] E`. The definition says that ψ satisfies, at every real t,

ψ'(t) = −i H(t) ψ(t),

with ħ = 1. That a solution exists is assumed, not derived.

```lean
/-- The fluctuation vector `(A - ⟨A⟩) x` of an observable `A` in the state `x`. -/
def fluctuation (A : E →L[ℂ] E) (x : E) : E := A x - inner ℂ x (A x) • x
```

The fluctuation vector of A in the state x is

v = Ax − ⟨x, Ax⟩ x.

```lean
/-- The standard deviation of `A` in the state `x`, as the norm of the fluctuation vector. -/
def spread (A : E →L[ℂ] E) (x : E) : ℝ := ‖fluctuation A x‖
```

Its norm is the spread ΔA. For a unit vector x and Hermitian A this is the usual standard deviation, √(⟨A²⟩ − ⟨A⟩²).

```lean
/-- The energy spread accumulated along the evolution between times `0` and `t`. -/
def pathLength (H : ℝ → E →L[ℂ] E) (ψ : ℝ → E) (t : ℝ) : ℝ :=
  ∫ s in (0 : ℝ)..t, spread (H s) (ψ s)
```

The accumulated spread is

S(t) = ∫₀ᵗ ΔH(s) ds,

with ΔH(s) taken in the state ψ(s). With ħ restored, S is this integral divided by ħ.

## What Hermiticity gives

```lean
/-- A vector whose inner product with itself is one has norm one. -/
theorem norm_eq_one_of_inner {x : E} (h : inner ℂ x x = 1) : ‖x‖ = 1 := by
  have h1 : ((‖x‖ : ℝ) : ℂ) ^ 2 = 1 := (inner_self_eq_norm_sq_to_K x).symm.trans h
  have h2 : ‖x‖ ^ 2 = 1 := by exact_mod_cast h1
  nlinarith [norm_nonneg x]
```

This auxiliary lemma passes from ⟨x, x⟩ = 1 to ‖x‖ = 1.

```lean
/-- A state that is normalised at time zero stays normalised under a driven Hermitian Hamiltonian.
-/
theorem norm_conserved {H : ℝ → E →L[ℂ] E} {ψ : ℝ → E}
    (hH : ∀ t x y, inner ℂ (H t x) y = inner ℂ x (H t y))
    (hψ : IsDrivenSolution H ψ) (h0 : ‖ψ 0‖ = 1) (t : ℝ) : ‖ψ t‖ = 1 := by
  have hd : ∀ s, HasDerivAt (fun s => inner ℂ (ψ s) (ψ s)) 0 s := by
    intro s
    refine ((hψ s).inner ℂ (hψ s)).congr_deriv ?_
    rw [inner_smul_right, inner_smul_left, hH s]
    simp only [map_neg, Complex.conj_I]
    ring
  have hc := is_const_of_deriv_eq_zero (fun s => (hd s).differentiableAt)
    (fun s => (hd s).deriv) t 0
  apply norm_eq_one_of_inner
  refine hc.trans ?_
  rw [inner_self_eq_norm_sq_to_K, h0]
  simp
```

The hypothesis `hH` is Hermiticity, written ⟨H(t)x, y⟩ = ⟨x, H(t)y⟩. It gives

d/dt ⟨ψ, ψ⟩ = i⟨Hψ, ψ⟩ − i⟨ψ, Hψ⟩ = 0.

Lean computes this derivative, concludes that ⟨ψ, ψ⟩ is constant, and evaluates it at time 0.

```lean
/-- The overlap of a unit vector `φ` with the fluctuation vector in the state `x` is at most
the spread times the norm of the part of `φ` orthogonal to `x`. -/
theorem norm_inner_fluctuation_le (A : E →L[ℂ] E) {φ x : E} (hφ : ‖φ‖ = 1) (hx : ‖x‖ = 1) :
    ‖inner ℂ φ (fluctuation A x)‖ ≤ √(1 - ‖inner ℂ φ x‖ ^ 2) * spread A x := by
  have hxx : inner ℂ x x = 1 := by rw [inner_self_eq_norm_sq_to_K, hx]; simp
  have hφφ : inner ℂ φ φ = 1 := by rw [inner_self_eq_norm_sq_to_K, hφ]; simp
  have hn : inner ℂ φ x * inner ℂ x φ = ((‖inner ℂ φ x‖ : ℝ) : ℂ) ^ 2 := by
    rw [← inner_conj_symm x φ, Complex.mul_conj, Complex.normSq_eq_norm_sq, Complex.ofReal_pow]
  -- the fluctuation vector is orthogonal to the state
  have horth : inner ℂ x (fluctuation A x) = 0 := by
    rw [fluctuation, inner_sub_right, inner_smul_right, hxx, mul_one, sub_self]
  have hin : inner ℂ φ (fluctuation A x)
      = inner ℂ (φ - inner ℂ x φ • x) (fluctuation A x) := by
    rw [inner_sub_left, inner_smul_left, horth, mul_zero, sub_zero]
  have hw : ((‖φ - inner ℂ x φ • x‖ : ℝ) : ℂ) ^ 2 = 1 - ((‖inner ℂ φ x‖ : ℝ) : ℂ) ^ 2 := by
    refine (inner_self_eq_norm_sq_to_K (𝕜 := ℂ) (φ - inner ℂ x φ • x)).symm.trans ?_
    simp only [inner_sub_left, inner_sub_right, inner_smul_left, inner_smul_right, hxx, hφφ,
      inner_conj_symm]
    linear_combination -hn
  have hw' : ‖φ - inner ℂ x φ • x‖ ^ 2 = 1 - ‖inner ℂ φ x‖ ^ 2 := by exact_mod_cast hw
  rw [hin, ← hw', Real.sqrt_sq (norm_nonneg _)]
  exact norm_inner_le_norm _ _
```

Let φ and x be unit vectors. The fluctuation vector is orthogonal to x:

⟨x, v⟩ = ⟨x, Ax⟩ − ⟨x, Ax⟩⟨x, x⟩ = 0.

So φ may be replaced by its part orthogonal to x, w = φ − ⟨x, φ⟩x, without changing the overlap with v. Its length follows from

‖w‖² = 1 − 2|⟨φ, x⟩|² + |⟨φ, x⟩|² = 1 − |⟨φ, x⟩|².

Cauchy–Schwarz then gives

|⟨φ, v⟩| = |⟨w, v⟩| ≤ √(1 − |⟨φ, x⟩|²) ΔA.

In the code, `horth` is the orthogonality, `hin` the replacement and `hw'` the length.

```lean
/-- The rate of change of the fidelity with a fixed vector `φ`, expressed through the
energy fluctuation vector. -/
theorem hasDerivAt_fidelity {H : ℝ → E →L[ℂ] E} {ψ : ℝ → E}
    (hH : ∀ t x y, inner ℂ (H t x) y = inner ℂ x (H t y))
    (hψ : IsDrivenSolution H ψ) (φ : E) (t : ℝ) :
    HasDerivAt (fun s => ‖inner ℂ φ (ψ s)‖ ^ 2)
      (2 * (conj (inner ℂ φ (ψ t)) * inner ℂ φ (fluctuation (H t) (ψ t))).im) t := by
  have hg : HasDerivAt (fun s => inner ℂ φ (ψ s)) (-Complex.I * inner ℂ φ (H t (ψ t))) t := by
    refine ((hasDerivAt_const t φ).inner ℂ (hψ t)).congr_deriv ?_
    rw [inner_smul_right, inner_zero_left, add_zero]
  have hre : HasDerivAt (fun s => (inner ℂ φ (ψ s)).re)
      (-Complex.I * inner ℂ φ (H t (ψ t))).re t :=
    Complex.reCLM.hasFDerivAt.comp_hasDerivAt t hg
  have him : HasDerivAt (fun s => (inner ℂ φ (ψ s)).im)
      (-Complex.I * inner ℂ φ (H t (ψ t))).im t :=
    Complex.imCLM.hasFDerivAt.comp_hasDerivAt t hg
  -- the mean energy is real, so it only turns the phase
  have hE : (inner ℂ (ψ t) (H t (ψ t))).im = 0 := by
    rw [← Complex.conj_eq_iff_im, inner_conj_symm, hH t]
  simp only [Complex.sq_norm, Complex.normSq_apply]
  refine ((hre.fun_mul hre).fun_add (him.fun_mul him)).congr_deriv ?_
  rw [fluctuation, inner_sub_right, inner_smul_right]
  simp only [Complex.mul_re, Complex.mul_im, Complex.neg_re, Complex.neg_im, Complex.I_re,
    Complex.I_im, Complex.conj_re, Complex.conj_im, Complex.sub_re, Complex.sub_im, hE]
  ring
```

Write g = ⟨φ, ψ⟩ for a fixed φ, and m = ⟨ψ, Hψ⟩. Since Hψ = v + mψ,

g' = −i⟨φ, v⟩ − i m g.

Hermiticity makes m real (`hE`), so the second term only turns the phase of g. With g* the complex conjugate of g,

d/dt |g|² = 2 Re(g* g') = 2 Im(g* ⟨φ, v⟩).

Lean differentiates the real and imaginary parts separately and combines them with `ring`.

## The speed limit

```lean
/-- Driven quantum speed limit: as long as the accumulated energy spread is at most `π/2`,
the overlap with the initial state is at least its cosine. -/
theorem speed_limit {H : ℝ → E →L[ℂ] E} {ψ : ℝ → E} (hc : Continuous H)
    (hH : ∀ t x y, inner ℂ (H t x) y = inner ℂ x (H t y))
    (hψ : IsDrivenSolution H ψ) (h0 : ‖ψ 0‖ = 1) {T : ℝ} (hT : 0 ≤ T)
    (hS : pathLength H ψ T ≤ Real.pi / 2) :
    Real.cos (pathLength H ψ T) ≤ ‖inner ℂ (ψ 0) (ψ T)‖ := by
  rcases hS.lt_or_eq with hlt | heq
  swap
  · rw [heq, Real.cos_pi_div_two]
    exact norm_nonneg _
  have hψc : Continuous ψ := continuous_iff_continuousAt.2 fun t => (hψ t).continuousAt
  have hA : Continuous fun s => H s (ψ s) := hc.clm_apply hψc
  have hΔ : Continuous fun s => spread (H s) (ψ s) :=
    (hA.sub ((hψc.inner hA).smul hψc)).norm
  have hL : ∀ x, HasDerivAt (pathLength H ψ) (spread (H x) (ψ x)) x := fun x =>
    (hΔ.integral_hasStrictDerivAt 0 x).hasDerivAt
  have hmono : Monotone (pathLength H ψ) :=
    monotone_of_deriv_nonneg (fun x => (hL x).differentiableAt)
      (fun x => by rw [(hL x).deriv]; exact norm_nonneg _)
  have hL0 : pathLength H ψ 0 = 0 := intervalIntegral.integral_same
  -- a slightly faster comparison curve stays below the fidelity
  have key : ∀ ε > 0, pathLength H ψ T + ε * (1 + T) < Real.pi / 2 →
      Real.cos (pathLength H ψ T + ε * (1 + T)) ≤ ‖inner ℂ (ψ 0) (ψ T)‖ := by
    intro ε hε hεT
    have hθ : ∀ x, HasDerivAt (fun x => pathLength H ψ x + ε * (1 + x))
        (spread (H x) (ψ x) + ε) x := fun x =>
      ((hL x).fun_add (((hasDerivAt_id' x).const_add 1).const_mul ε)).congr_deriv (by ring)
    have hf := fun x => (hθ x).cos.fun_mul (hθ x).cos
    have hcmp := image_le_of_deriv_right_lt_deriv_boundary (a := 0) (b := T)
      (fun x _ => (hf x).continuousAt.continuousWithinAt)
      (fun x _ => (hf x).hasDerivWithinAt)
      (B := fun s => ‖inner ℂ (ψ 0) (ψ s)‖ ^ 2) ?_ (hasDerivAt_fidelity hH hψ (ψ 0)) ?_
      (right_mem_Icc.2 hT)
    · by_contra hcon
      have hcon' := lt_of_not_ge hcon
      nlinarith [norm_nonneg (inner ℂ (ψ 0) (ψ T))]
    · have h1 : inner ℂ (ψ 0) (ψ 0) = 1 := by
        rw [inner_self_eq_norm_sq_to_K, h0]; simp
      simp only [h1, norm_one, one_pow]
      nlinarith [Real.sin_sq_add_cos_sq (pathLength H ψ 0 + ε * (1 + 0)),
        sq_nonneg (Real.sin (pathLength H ψ 0 + ε * (1 + 0)))]
    · intro x hx hmeet
      have hz := norm_inner_fluctuation_le (H x) h0 (norm_conserved hH hψ h0 x)
      have him := (abs_le.1 (Complex.abs_im_le_norm
        (conj (inner ℂ (ψ 0) (ψ x)) * inner ℂ (ψ 0) (fluctuation (H x) (ψ x))))).1
      rw [norm_mul, RCLike.norm_conj] at him
      have hpos : 0 < pathLength H ψ x + ε * (1 + x) := by
        have := hmono hx.1
        have := mul_pos hε (by linarith [hx.1] : 0 < 1 + x)
        linarith
      have hup : pathLength H ψ x + ε * (1 + x) < Real.pi / 2 := by
        have := hmono hx.2.le
        have := mul_le_mul_of_nonneg_left hx.2.le hε.le
        linarith

      set α := pathLength H ψ x + ε * (1 + x)
      have hcos : 0 < Real.cos α := Real.cos_pos_of_mem_Ioo ⟨by linarith, hup⟩
      have hsin : 0 < Real.sin α := Real.sin_pos_of_pos_of_lt_pi hpos (by linarith)
      have hq : ‖inner ℂ (ψ 0) (ψ x)‖ = Real.cos α := by
        nlinarith [norm_nonneg (inner ℂ (ψ 0) (ψ x))]
      have hs : 1 - Real.cos α ^ 2 = Real.sin α ^ 2 := by
        linarith [Real.sin_sq_add_cos_sq α]
      rw [hq, hs, Real.sqrt_sq hsin.le] at hz
      rw [hq] at him
      have h1 := mul_le_mul_of_nonneg_left hz hcos.le
      have h2 := mul_pos (mul_pos hcos hsin) hε
      linarith
  -- let the extra speed tend to zero
  have hlin : Tendsto (fun ε : ℝ => pathLength H ψ T + ε * (1 + T)) (𝓝[>] 0)
      (𝓝 (pathLength H ψ T)) :=
    ((by fun_prop : Continuous fun ε : ℝ => pathLength H ψ T + ε * (1 + T)).tendsto' 0 _
      (by simp)).mono_left nhdsWithin_le_nhds
  refine le_of_tendsto ((Real.continuous_cos.tendsto _).comp hlin) ?_
  filter_upwards [self_mem_nhdsWithin, hlin.eventually_lt_const hlt] with ε h1 h2
  exact key ε h1 h2
```

Let H be continuous in operator norm and Hermitian, and let ψ be a solution with ‖ψ(0)‖ = 1. If T ≥ 0 and S(T) ≤ π/2, then

cos S(T) ≤ |⟨ψ(0), ψ(T)⟩|.

If S(T) = π/2, the left side is zero and there is nothing to do. Otherwise choose ε > 0 so small that α(T) < π/2, where

α(s) = S(s) + ε(1 + s).

S starts at 0 and never decreases, so 0 < α(s) < π/2 on [0, T]. Compare the fidelity F(s) = |⟨ψ(0), ψ(s)⟩|² with C(s) = cos² α(s). At the start, C(0) = cos² ε ≤ 1 = F(0).

Suppose the curves meet at some s. There |⟨ψ(0), ψ(s)⟩| = cos α, and the square root in the overlap bound equals sin α. Hence

F' ≥ −2 cos α sin α ΔH > −2 cos α sin α (ΔH + ε) = C'.

If C were ever above F, it would have left F at a last meeting point; but just after any meeting point C lies below F. So C(T) ≤ F(T), and taking square roots gives cos α(T) ≤ |⟨ψ(0), ψ(T)⟩|. Letting ε → 0 finishes the proof.

The Mathlib lemma `image_le_of_deriv_right_lt_deriv_boundary` is this crossing argument. The block `key` applies it for fixed ε, and `le_of_tendsto` takes the limit.

In one dimension v = 0, so S = 0 and the bound reads 1 ≤ |⟨ψ(0), ψ(T)⟩|: the state can only change its phase.

Without Hermiticity the bound, as stated for the vector ψ itself, can fail even there, because the norm need not be conserved. Take H = −i on ℂ with ψ(0) = 1, a purely decaying amplitude ψ(t) = e^(−t). The spread as defined is e^(−t) − e^(−3t), whose integral stays below 2/3. So cos S(t) > 0.78 for all t ≥ 0, while the overlap at t = 1 is already below 0.37. Only the norm has changed: the normalised state ψ/‖ψ‖ stays where it was.

```lean
/-- To reach a state orthogonal to the initial one, the accumulated energy spread must be
at least `π/2`. -/
theorem orthogonal_cost {H : ℝ → E →L[ℂ] E} {ψ : ℝ → E} (hc : Continuous H)
    (hH : ∀ t x y, inner ℂ (H t x) y = inner ℂ x (H t y))
    (hψ : IsDrivenSolution H ψ) (h0 : ‖ψ 0‖ = 1) {T : ℝ} (hT : 0 ≤ T)
    (horth : inner ℂ (ψ 0) (ψ T) = 0) : Real.pi / 2 ≤ pathLength H ψ T := by
  by_contra hcon
  have hlt := lt_of_not_ge hcon
  have hnn : 0 ≤ pathLength H ψ T :=
    intervalIntegral.integral_nonneg hT fun _ _ => norm_nonneg _
  have h := speed_limit hc hH hψ h0 hT hlt.le
  rw [horth, norm_zero] at h
  linarith [Real.cos_pos_of_mem_Ioo ⟨by linarith [Real.pi_pos], hlt⟩]
```

If ψ(T) is orthogonal to ψ(0), then S(T) ≥ π/2. Otherwise 0 ≤ S(T) < π/2, and the speed limit would give 0 < cos S(T) ≤ 0.

For pulse design in a closed system with a bounded Hamiltonian that varies continuously in time, this means that a drive whose energy spread in the evolving state never exceeds a positive Δ needs at least the time π/(2Δ), or πħ/(2Δ) with ħ restored, to reach an orthogonal state. Unbounded Hamiltonians, such as the kinetic energy of a particle in continuous space, are not covered.

## A driven qubit that attains the bound

```lean
/-- The state space of a two-level system. -/
abbrev Qubit := EuclideanSpace ℂ (Fin 2)
```

The two-level space is ℂ² with its usual inner product.

```lean
/-- The first basis state. -/
def up : Qubit := !₂[1, 0]
```

`up` is the vector (1, 0).

```lean
/-- The second basis state. -/
def down : Qubit := !₂[0, 1]
```

`down` is the vector (0, 1).

```lean
/-- The operator `σₓ`, which exchanges the two amplitudes. -/
def spinFlip : Qubit →L[ℂ] Qubit :=
  LinearMap.toContinuousLinearMap
    { toFun := fun x => !₂[x 1, x 0]
      map_add' := by intro x y; ext i; fin_cases i <;> simp
      map_smul' := by intro c x; ext i; fin_cases i <;> simp }
```

`spinFlip` is σₓ, which sends (x₀, x₁) to (x₁, x₀).

```lean
/-- The driven Hamiltonian `ω(t) σₓ`. -/
def qubitDrive (ω : ℝ → ℝ) (t : ℝ) : Qubit →L[ℂ] Qubit := (ω t : ℂ) • spinFlip
```

The Hamiltonian is H(t) = ω(t) σₓ. Its direction is fixed and only its strength varies.

```lean
/-- The state with amplitudes `cos θ(t)` and `-i sin θ(t)`. -/
def qubitState (θ : ℝ → ℝ) (t : ℝ) : Qubit :=
  (Real.cos (θ t) : ℂ) • up + (-Complex.I * (Real.sin (θ t) : ℂ)) • down
```

The proposed solution is ψ(t) = cos θ(t) up − i sin θ(t) down.

```lean
/-- The inner product of two qubit states in terms of their amplitudes. -/
theorem qubit_inner (a b c d : ℂ) :
    inner ℂ (a • up + b • down) (c • up + d • down) = conj a * c + conj b * d := by
  rw [PiLp.inner_apply, Fin.sum_univ_two]
  simp [up, down, mul_comm]
```

Inner products of such states reduce to their amplitudes: a*c + b*d, where the star conjugates the factor before it.

```lean
/-- For continuous `ω ≥ 0` with `θ' = ω` and `θ(0) = 0`, the Hamiltonian `ω(t) σₓ` is continuous and
Hermitian, and `qubitState θ` is a solution that starts normalised. Its accumulated energy spread is
`θ(t)`, and the modulus of its overlap with the initial state is the absolute cosine of that spread.
-/
theorem speed_limit_sharp_witness {θ ω : ℝ → ℝ} (hω : Continuous ω) (hpos : ∀ t, 0 ≤ ω t)
    (hθ : ∀ t, HasDerivAt θ (ω t) t) (h0 : θ 0 = 0) :
    Continuous (qubitDrive ω) ∧
    (∀ t x y, inner ℂ (qubitDrive ω t x) y = inner ℂ x (qubitDrive ω t y)) ∧
    IsDrivenSolution (qubitDrive ω) (qubitState θ) ∧ ‖qubitState θ 0‖ = 1 ∧
    ∀ t, pathLength (qubitDrive ω) (qubitState θ) t = θ t ∧
      ‖inner ℂ (qubitState θ 0) (qubitState θ t)‖
        = |Real.cos (pathLength (qubitDrive ω) (qubitState θ) t)| := by
  have fl : ∀ x, spinFlip x = !₂[x 1, x 0] := fun _ => rfl
  have hflip : ∀ a b : ℂ, spinFlip (a • up + b • down) = b • up + a • down := by
    intro a b
    rw [fl]
    ext i
    fin_cases i <;> simp [up, down]
  have hA : ∀ t, qubitDrive ω t (qubitState θ t) = (ω t : ℂ) •
      ((-Complex.I * (Real.sin (θ t) : ℂ)) • up + (Real.cos (θ t) : ℂ) • down) :=
    fun t => congrArg (fun v => (ω t : ℂ) • v) (hflip _ _)
  have hcs : ∀ t, (Real.cos (θ t) : ℂ) ^ 2 + (Real.sin (θ t) : ℂ) ^ 2 = 1 := fun t => by
    exact_mod_cast Real.cos_sq_add_sin_sq (θ t)
  -- the mean energy vanishes, so the spread is the drive strength
  have hsp : ∀ t, spread (qubitDrive ω t) (qubitState θ t) = ω t := by
    intro t
    have hm : inner ℂ (qubitState θ t) (qubitDrive ω t (qubitState θ t)) = 0 := by
      rw [hA, inner_smul_right, qubitState, qubit_inner]
      simp only [map_mul, map_neg, Complex.conj_I, Complex.conj_ofReal]
      ring
    have hu : ‖(-Complex.I * (Real.sin (θ t) : ℂ)) • up + (Real.cos (θ t) : ℂ) • down‖ = 1 := by
      apply norm_eq_one_of_inner
      rw [qubit_inner]
      simp only [map_mul, map_neg, Complex.conj_I, Complex.conj_ofReal]
      linear_combination hcs t - (Real.sin (θ t) : ℂ) ^ 2 * Complex.I_sq
    rw [spread, fluctuation, hm, zero_smul, sub_zero, hA, norm_smul, hu, mul_one,
      Complex.norm_real, Real.norm_of_nonneg (hpos t)]
  have hlen : ∀ t, pathLength (qubitDrive ω) (qubitState θ) t = θ t := by
    intro t
    simp only [pathLength, hsp]
    rw [intervalIntegral.integral_eq_sub_of_hasDerivAt (fun s _ => hθ s)
      (hω.intervalIntegrable _ _), h0, sub_zero]
  refine ⟨(Complex.continuous_ofReal.comp hω).smul continuous_const, ?_, ?_, ?_, ?_⟩
  · intro t x y
    change inner ℂ ((ω t : ℂ) • spinFlip x) y = inner ℂ x ((ω t : ℂ) • spinFlip y)
    rw [inner_smul_left, inner_smul_right, Complex.conj_ofReal, fl, fl]
    congr 1
    simp [PiLp.inner_apply, Fin.sum_univ_two, add_comm]
  · intro t
    have h1 := ((hθ t).cos.ofReal_comp).smul_const up
    have h2 := (((hθ t).sin.ofReal_comp).const_mul (-Complex.I)).smul_const down
    refine (h1.fun_add h2).congr_deriv ?_
    rw [hA]
    simp only [Complex.ofReal_mul, Complex.ofReal_neg, smul_add, smul_smul]
    congr 2
    · linear_combination (-(ω t : ℂ) * (Real.sin (θ t) : ℂ)) * Complex.I_sq
    · ring
  · apply norm_eq_one_of_inner
    rw [qubitState, qubit_inner, h0]
    simp
  · intro t
    have hov : inner ℂ (qubitState θ 0) (qubitState θ t) = (Real.cos (θ t) : ℂ) := by
      simp only [qubitState, qubit_inner, h0]
      simp
    exact ⟨hlen t, by rw [hlen, hov, Complex.norm_real, Real.norm_eq_abs]⟩

end

end DrivenSpeedLimit
```

Let ω be continuous and nonnegative, θ' = ω and θ(0) = 0. The Schrödinger equation holds because both sides equal

−ω sin θ up − i ω cos θ down.

The mean energy vanishes:

⟨ψ, Hψ⟩ = ω(−i cos θ sin θ + i sin θ cos θ) = 0.

So the spread is ‖Hψ‖ = ω (`hsp`), and integrating gives S(t) = θ(t) (`hlen`). The overlap with the initial state `up` is cos θ(t), hence

|⟨ψ(0), ψ(t)⟩| = |cos S(t)|.

For 0 ≤ S(t) ≤ π/2 this is equality in the speed limit. The theorem also confirms the remaining hypotheses: continuity, Hermiticity and normalisation.

```lean
#print axioms DrivenSpeedLimit.speed_limit
-- 'DrivenSpeedLimit.speed_limit' depends on axioms: [propext, Classical.choice, Quot.sound]
#print axioms DrivenSpeedLimit.orthogonal_cost
-- 'DrivenSpeedLimit.orthogonal_cost' depends on axioms: [propext, Classical.choice, Quot.sound]
```
